# The exact memory equation for one block of a finite linear system with constant coefficients

The equations of motion are taken to hold at every real time, with ordinary two-sided derivatives, although the memory equation is usually read for \(t\ge 0\). This avoids one-sided derivatives at \(t=0\), but equations known only for \(t\ge 0\) are not directly covered. For negative \(t\) the integral from \(0\) to \(t\) is oriented.

The visible vector \(x(t)\) has components labelled by `m`, and the hidden vector \(y(t)\) has components labelled by `n`. Both index sets are finite. A third, `p`, labels the outputs of a matrix that reads out the hidden block.

```lean
import Mathlib

open Matrix

namespace TimeDomainPartitioning

noncomputable section

variable {m n p : Type*} [Fintype m] [Fintype n] [DecidableEq n] [Fintype p]
```

## Propagator, kernel and equations of motion

Left alone, the hidden block evolves by \(U(t)=e^{tD}\), with \(D\) a constant complex matrix.

```lean
/-- The free propagator `exp(tD)` of the hidden block. -/
def propagator (D : Matrix n n ℂ) (t : ℝ) : Matrix n n ℂ :=
  NormedSpace.exp (t • D)
```

The visible block drives the hidden one through \(C\) and is acted on through \(B\). A delay \(\tau\) between the two gives the kernel \(K(\tau)=B\,U(\tau)\,C\).

```lean
/-- The memory kernel `B exp(τD) C`: enter the hidden block through `C`, propagate there for a time
`τ`, and leave through `B`. -/
def memoryKernel (B : Matrix p n ℂ) (C : Matrix n m ℂ) (D : Matrix n n ℂ) (τ : ℝ) :
    Matrix p m ℂ :=
  B * propagator D τ * C
```

The full dynamics, with \(A\) acting inside the visible block, is
\[
x'=Ax+By,\qquad y'=Cx+Dy .
\]
In Lean, `*ᵥ` is a matrix acting on a vector, and `HasDerivAt x v t` says that \(x\) is differentiable at \(t\) with derivative \(v\).

```lean
/-- The coupled linear equations of motion `x' = Ax + By` and `y' = Cx + Dy` at all times. -/
def CoupledFlow (A : Matrix m m ℂ) (B : Matrix m n ℂ) (C : Matrix n m ℂ) (D : Matrix n n ℂ)
    (x : ℝ → m → ℂ) (y : ℝ → n → ℂ) : Prop :=
  ∀ t, HasDerivAt x (A *ᵥ x t + B *ᵥ y t) t ∧ HasDerivAt y (C *ᵥ x t + D *ᵥ y t) t
```

## Properties of the propagator

At zero time, \(U(0)=e^0=1\).

```lean
/-- Propagation over zero time is the identity. -/
theorem propagator_zero (D : Matrix n n ℂ) : propagator D 0 = 1 := by
  simp [propagator]
```

Since \(sD\) and \(tD\) commute, \(e^{(s+t)D}=e^{sD}e^{tD}\).

```lean
/-- Propagation over `s + t` is the product of the propagations over `s` and over `t`. -/
theorem propagator_add (D : Matrix n n ℂ) (s t : ℝ) :
    propagator D (s + t) = propagator D s * propagator D t := by
  unfold propagator
  rw [add_smul]
  exact Matrix.exp_add_of_commute _ _ (((Commute.refl D).smul_left s).smul_right t)
```

Differentiating the exponential gives \(U'(t)=U(t)D\). The proof takes this for the whole matrix and then applies the linear map that picks out entry \((i,j)\).

```lean
open scoped Matrix.Norms.Operator in
/-- Each entry of the propagator `U(t) = exp(tD)` obeys the equation of motion `U' = U D`. -/
theorem hasDerivAt_propagator (D : Matrix n n ℂ) (t : ℝ) (i j : n) :
    HasDerivAt (fun s => propagator D s i j) ((propagator D t * D) i j) t := by
  have h : HasDerivAt (fun s : ℝ => NormedSpace.exp (s • D))
      (NormedSpace.exp (t • D) * D) t := by
    apply hasDerivAt_exp_smul_const
  let L : Matrix n n ℂ →L[ℝ] ℂ :=
    LinearMap.toContinuousLinearMap (Matrix.entryLinearMap ℝ ℂ i j)
  exact L.hasFDerivAt.comp_hasDerivAt t h
```

Differentiable entries are continuous, hence so is \(U\).

```lean
/-- The propagator depends continuously on time. -/
theorem continuous_propagator (D : Matrix n n ℂ) : Continuous (propagator D) :=
  continuous_matrix fun i j => continuous_iff_continuousAt.2 fun t =>
    (hasDerivAt_propagator D t i j).continuousAt
```

For a time-dependent matrix \(M\) and vector \(v\), differentiating \(\sum_j M_{ij}v_j\) term by term gives \((Mv)'=M'v+Mv'\).

```lean
omit [DecidableEq n] [Fintype p] in
/-- Product rule for a time-dependent matrix acting on a time-dependent vector. -/
theorem hasDerivAt_mulVec {M : ℝ → Matrix p n ℂ} {M' : Matrix p n ℂ} {v : ℝ → n → ℂ}
    {v' : n → ℂ} {t : ℝ} (hM : ∀ i j, HasDerivAt (fun s => M s i j) (M' i j) t)
    (hv : HasDerivAt v v' t) :
    HasDerivAt (fun s => M s *ᵥ v s) (M' *ᵥ v t + M t *ᵥ v') t := by
  rw [hasDerivAt_pi]
  intro i
  have h : HasDerivAt (fun s => ∑ j, M s i j * v s j)
      (∑ j, (M' i j * v t j + M t i j * v' j)) t :=
    HasDerivAt.fun_sum fun j _ => (hM i j).fun_mul (hasDerivAt_pi.1 hv j)
  exact h.congr_deriv (by simp [Matrix.mulVec, dotProduct, Finset.sum_add_distrib])
```

## Solving for the hidden block

Fix \(t\) and a constant readout matrix \(G\). By the product rule,
\[
\frac{d}{ds}\,G\,U(t-s)\,y(s)=-G\,U(t-s)Dy(s)+G\,U(t-s)\bigl(Cx(s)+Dy(s)\bigr)=G\,U(t-s)C\,x(s).
\]
Integrating from \(0\) to \(t\) and using \(U(0)=1\),
\[
G\,y(t)=G\,U(t)\,y(0)+\int_0^t G\,U(t-s)C\,x(s)\,ds .
\]
In the proof, `hU` differentiates the matrix factor, `hd` contains the cancellation, and `hc` supplies the continuity needed to integrate.

```lean
/-- Response of the hidden block to a continuous drive `x`, read out by any matrix `G`: the freely
propagated initial vector plus the integrated effect of the drive between times `0` and `t`. -/
theorem hidden_response (G : Matrix p n ℂ) (C : Matrix n m ℂ) (D : Matrix n n ℂ)
    {x : ℝ → m → ℂ} {y : ℝ → n → ℂ} (hx : Continuous x)
    (hy : ∀ t, HasDerivAt y (C *ᵥ x t + D *ᵥ y t) t) (t : ℝ) :
    G *ᵥ y t = (G * propagator D t) *ᵥ y 0
      + ∫ s in (0 : ℝ)..t, memoryKernel G C D (t - s) *ᵥ x s := by
  -- in `G exp((t-s)D) y(s)` the two terms with `D` cancel on differentiation in `s`
  have hd : ∀ s, HasDerivAt (fun r => (G * propagator D (t - r)) *ᵥ y r)
      (memoryKernel G C D (t - s) *ᵥ x s) s := by
    intro s
    have hU : ∀ i j, HasDerivAt (fun r => (G * propagator D (t - r)) i j)
        ((-(G * (propagator D (t - s) * D))) i j) s := by
      intro i j
      have hk : ∀ k, HasDerivAt (fun r => propagator D (t - r) k j)
          (-((propagator D (t - s) * D) k j)) s := fun k =>
        HasDerivAt.comp_const_sub t s (hasDerivAt_propagator D (t - s) k j)
      have h : HasDerivAt (fun r => ∑ k, G i k * propagator D (t - r) k j)
          (∑ k, G i k * -((propagator D (t - s) * D) k j)) s :=
        HasDerivAt.fun_sum fun k _ => HasDerivAt.const_mul (G i k) (hk k)
      refine h.congr_deriv ?_
      rw [Matrix.neg_apply, Matrix.mul_apply]
      simp only [mul_neg, Finset.sum_neg_distrib]
    refine (hasDerivAt_mulVec hU (hy s)).congr_deriv ?_
    simp only [memoryKernel, Matrix.neg_mulVec, Matrix.mulVec_add, Matrix.mulVec_mulVec,
      Matrix.mul_assoc]
    abel
  have hc : Continuous fun s => memoryKernel G C D (t - s) *ᵥ x s := by
    unfold memoryKernel
    exact ((continuous_const.matrix_mul ((continuous_propagator D).comp
      (continuous_const.sub continuous_id))).matrix_mul continuous_const).matrix_mulVec hx
  -- integrate from `0` to `t`
  have h := intervalIntegral.integral_eq_sub_of_hasDerivAt (fun s _ => hd s)
    (hc.intervalIntegrable 0 t)
  simp only [sub_self, sub_zero, propagator_zero, Matrix.mul_one] at h
  rw [h]
  abel
```

Conversely, a continuous \(x\) and an initial vector \(y_0\) determine a hidden trajectory by variation of constants:
\[
y(t)=U(t)\Bigl(y_0+\int_0^t U(-s)C\,x(s)\,ds\Bigr).
\]
Its derivative is \(U(t)D(\cdots)+U(t)U(-t)Cx(t)\), where the dots stand for the bracket above. This equals \(Dy(t)+Cx(t)\), because \(U(t)\) commutes with \(D\) (`hcomm`) and \(U(t)U(-t)=1\) (`hinv`).

```lean
/-- For every continuous drive `x` and every initial vector `y₀`, the driven hidden block has a
solution that starts from `y₀`. -/
theorem exists_hidden_solution (C : Matrix n m ℂ) (D : Matrix n n ℂ) {x : ℝ → m → ℂ}
    (hx : Continuous x) (y₀ : n → ℂ) :
    ∃ y : ℝ → n → ℂ, y 0 = y₀ ∧ ∀ t, HasDerivAt y (C *ᵥ x t + D *ᵥ y t) t := by
  -- variation of constants
  refine ⟨fun t => propagator D t *ᵥ
    (y₀ + ∫ s in (0 : ℝ)..t, (propagator D (-s) * C) *ᵥ x s),
    by simp [propagator_zero], fun t => ?_⟩
  have hc : Continuous fun s : ℝ => (propagator D (-s) * C) *ᵥ x s :=
    (((continuous_propagator D).comp continuous_neg).matrix_mul
      continuous_const).matrix_mulVec hx
  have hI := (hc.integral_hasStrictDerivAt 0 t).hasDerivAt.const_add y₀
  refine (hasDerivAt_mulVec (M := propagator D) (hasDerivAt_propagator D t) hI).congr_deriv ?_
  have hinv : propagator D t * propagator D (-t) = 1 := by
    rw [← propagator_add, add_neg_cancel, propagator_zero]
  have hcomm : D * propagator D t = propagator D t * D :=
    (((Commute.refl D).smul_right t).exp_right).eq
  simp only [Matrix.mulVec_mulVec]
  rw [← Matrix.mul_assoc (propagator D t) (propagator D (-t)) C, hinv, Matrix.one_mul, hcomm]
  exact add_comm _ _
```

## The memory equation and its converse

Put \(G=B\) in the response formula and substitute for \(By(t)\) in the equation for \(x\):
\[
x'(t)=Ax(t)+B\,e^{tD}y(0)+\int_0^t B\,e^{(t-s)D}C\,x(s)\,ds .
\]
The continuity of \(x\) follows from its differentiability.

```lean
variable {A : Matrix m m ℂ} {B : Matrix m n ℂ} {C : Matrix n m ℂ} {D : Matrix n n ℂ}
  {x : ℝ → m → ℂ} {y : ℝ → n → ℂ}

/-- Exact memory equation: the visible block obeys
`x'(t) = A x(t) + B exp(tD) y(0) + ∫₀ᵗ B exp((t-s)D) C x(s) ds`. -/
theorem memory_equation (h : CoupledFlow A B C D x y) (t : ℝ) :
    HasDerivAt x (A *ᵥ x t + (B * propagator D t) *ᵥ y 0
      + ∫ s in (0 : ℝ)..t, memoryKernel B C D (t - s) *ᵥ x s) t := by
  have hx : Continuous x := continuous_iff_continuousAt.2 fun s => (h s).1.continuousAt
  refine (h t).1.congr_deriv ?_
  rw [hidden_response B C D hx (fun s => (h s).2) t, add_assoc]
```

For a one-component example, take \(A=0\), \(B=1\), \(C=-2\), \(D=-3\). Then \(x=e^{-t}\), \(y=-e^{-t}\) solves the coupled system. The initial-value term is \(-e^{-3t}\) and the memory integral is
\[
-2\int_0^t e^{-3(t-s)}e^{-s}\,ds=-e^{-t}+e^{-3t}.
\]
Their sum is \(-e^{-t}=x'(t)\). At \(t=\ln 2\) the two contributions are \(-1/8\) and \(-3/8\), and \(x'=-1/2\).

Nothing is lost by eliminating \(y\). If \(x\) obeys the memory equation with \(y_0\), it is continuous, so the hidden trajectory above exists; the response formula then turns the last two terms back into \(By(t)\). The theorem is an equivalence for a given \(x\), and does not itself supply a solution.

```lean
/-- A trajectory `x` is the visible part of a coupled flow with hidden initial vector `y₀`
exactly when it obeys the memory equation with that `y₀`. -/
theorem memory_equation_iff (y₀ : n → ℂ) :
    (∃ y : ℝ → n → ℂ, y 0 = y₀ ∧ CoupledFlow A B C D x y) ↔
      ∀ t, HasDerivAt x (A *ᵥ x t + (B * propagator D t) *ᵥ y₀
        + ∫ s in (0 : ℝ)..t, memoryKernel B C D (t - s) *ᵥ x s) t := by
  constructor
  · rintro ⟨y, rfl, h⟩ t
    exact memory_equation h t
  · intro h
    have hx : Continuous x := continuous_iff_continuousAt.2 fun s => (h s).continuousAt
    -- rebuild the hidden block from the visible trajectory
    obtain ⟨y, h0, hy⟩ := exists_hidden_solution C D hx y₀
    refine ⟨y, h0, fun t => ⟨(h t).congr_deriv ?_, hy t⟩⟩
    rw [hidden_response B C D hx hy t, h0, add_assoc]
```

## An initially empty hidden block in the Schrödinger equation

With \(\hbar=1\), diagonal blocks \(H_P,H_Q\) and couplings \(V,V^\dagger\), set \(A=-iH_P\), \(B=-iV\), \(C=-iV^\dagger\), \(D=-iH_Q\). The two coupling factors multiply to \((-i)^2=-1\), and \(y(0)=0\) removes the initial-value term:
\[
x'(t)=-iH_Px(t)-\int_0^t V e^{-i(t-s)H_Q}V^\dagger x(s)\,ds .
\]
For a finite, non-interacting system with a time-independent Hamiltonian and orthonormal orbitals, this describes the amplitudes, on the orbitals of a device, of one electron that is entirely in the device at \(t=0\); the orbitals of the surroundings have been eliminated. The theorem does not require \(H_P\) or \(H_Q\) to be Hermitian; physical Hamiltonians are the case where they are. In the proof, `hk` combines the coupling factors.

```lean
/-- Schrödinger equation with diagonal blocks `HP`, `HQ` and coupling `V`, `V†`, started with an
empty hidden block: `x'(t) = -i HP x(t) - ∫₀ᵗ V exp(-i(t-s)HQ) V† x(s) ds`. -/
theorem schrodinger_memory_equation (HP : Matrix m m ℂ) (HQ : Matrix n n ℂ)
    (V : Matrix m n ℂ)
    (hx : ∀ t, HasDerivAt x ((-Complex.I) • (HP *ᵥ x t + V *ᵥ y t)) t)
    (hy : ∀ t, HasDerivAt y ((-Complex.I) • (Vᴴ *ᵥ x t + HQ *ᵥ y t)) t)
    (h0 : y 0 = 0) (t : ℝ) :
    HasDerivAt x ((-Complex.I) • (HP *ᵥ x t)
      - ∫ s in (0 : ℝ)..t, memoryKernel V Vᴴ ((-Complex.I) • HQ) (t - s) *ᵥ x s) t := by
  have h : CoupledFlow ((-Complex.I) • HP) ((-Complex.I) • V) ((-Complex.I) • Vᴴ)
      ((-Complex.I) • HQ) x y := fun s =>
    ⟨(hx s).congr_deriv (by simp only [smul_add, Matrix.smul_mulVec]),
      (hy s).congr_deriv (by simp only [smul_add, Matrix.smul_mulVec])⟩
  -- the two factors `-i` of the couplings combine to `-1`
  have hk : ∀ τ, memoryKernel ((-Complex.I) • V) ((-Complex.I) • Vᴴ) ((-Complex.I) • HQ) τ
      = -memoryKernel V Vᴴ ((-Complex.I) • HQ) τ := by
    intro τ
    unfold memoryKernel
    rw [Matrix.smul_mul, Matrix.smul_mul, Matrix.mul_smul, smul_smul, neg_mul_neg,
      Complex.I_mul_I, neg_one_smul]
  refine (memory_equation h t).congr_deriv ?_
  simp only [hk, h0, Matrix.mulVec_zero, add_zero, Matrix.neg_mulVec,
    intervalIntegral.integral_neg, Matrix.smul_mulVec, sub_eq_add_neg]

end

end TimeDomainPartitioning
```

```lean
#print axioms TimeDomainPartitioning.memory_equation
#print axioms TimeDomainPartitioning.memory_equation_iff
#print axioms TimeDomainPartitioning.schrodinger_memory_equation
```

```
'TimeDomainPartitioning.memory_equation' depends on axioms: [propext, Classical.choice, Quot.sound]
'TimeDomainPartitioning.memory_equation_iff' depends on axioms: [propext, Classical.choice, Quot.sound]
'TimeDomainPartitioning.schrodinger_memory_equation' depends on axioms: [propext, Classical.choice, Quot.sound]
```
